# Newton's matrix sign iteration tends to the identity when all eigenvalues have positive real part

To obtain the zero-temperature density matrix of independent electrons, a code can compute the matrix sign of $H-\mu$ by repeatedly averaging a matrix with its inverse. Here $H$ is a finite Hamiltonian matrix in an orthonormal basis and $\mu$ is the chemical potential, assumed not to be an eigenvalue of $H$. This sign is the identity on the levels above $\mu$ and minus the identity on those below, so half the difference between the identity and the sign is the projector onto the occupied levels, those below $\mu$. On the levels above $\mu$ the averages should therefore approach the identity. The problems below treat that block, for any complex square matrix $A$ with eigenvalues in the open right half-plane, diagonalizable or not. If $H$ also has levels below $\mu$, the full $H-\mu$ has negative eigenvalues and the hypotheses exclude it. A code need not separate the two parts: the iteration acts on each independently, and below $\mu$ it tends to minus the identity, which is not proved here.

Write $1$ for the identity matrix. The iterates are $X_0=A$ and $X_{k+1}=\tfrac12(X_k+X_k^{-1})$, in Lean `newtonIter A k`. The Cayley transform `cayley A` is $(A-1)(A+1)^{-1}$. Entries are exact complex numbers, without rounding, and rows and columns are labelled by a finite type `n`. Lean's `⁻¹` returns zero for a singular matrix, so invertibility, `IsUnit`, is proved separately.

```lean
import Mathlib

open Matrix Filter Topology

namespace NewtonMatrixSign

noncomputable section

variable {n : Type*} [Fintype n] [DecidableEq n]

/-- The Newton iterates `X₀ = A`, `X_(k+1) = (X_k + X_k⁻¹) / 2`, meant for invertible `X_k`. -/
def newtonIter (A : Matrix n n ℂ) : ℕ → Matrix n n ℂ
  | 0 => A
  | k + 1 => (1 / 2 : ℂ) • (newtonIter A k + (newtonIter A k)⁻¹)

/-- The Cayley transform `(A - 1)(A + 1)⁻¹`, meant for invertible `A + 1`. -/
def cayley (A : Matrix n n ℂ) : Matrix n n ℂ := (A - 1) * (A + 1)⁻¹
```

## (a) Spectrum and eigenvectors

Show that $z\in\sigma(M)$ if and only if $Mv=zv$ for some $v\neq0$.

The spectrum $\sigma(M)$, in Lean `spectrum ℂ M`, contains the $z$ for which $z1-M$ is not invertible. Then $\det(z1-M)=0$, which means that some $v\ne0$ satisfies $(z1-M)v=0$, or $Mv=zv$. Lean writes the matrix-vector product as `*ᵥ`.

```lean
/-- A number is in the spectrum of a matrix exactly when it has an eigenvector. -/
theorem mem_spectrum_iff (M : Matrix n n ℂ) (z : ℂ) :
    z ∈ spectrum ℂ M ↔ ∃ v : n → ℂ, v ≠ 0 ∧ M *ᵥ v = z • v := by
  have key : ∀ v : n → ℂ,
      (algebraMap ℂ (Matrix n n ℂ) z - M) *ᵥ v = z • v - M *ᵥ v := by
    intro v
    rw [Matrix.sub_mulVec, Algebra.algebraMap_eq_smul_one, Matrix.smul_mulVec,
      Matrix.one_mulVec]
  rw [spectrum.mem_iff, Matrix.isUnit_iff_isUnit_det, isUnit_iff_ne_zero, not_not,
    ← Matrix.exists_mulVec_eq_zero_iff]
  constructor
  · rintro ⟨v, hv, h⟩
    rw [key, sub_eq_zero] at h
    exact ⟨v, hv, h.symm⟩
  · rintro ⟨v, hv, h⟩
    exact ⟨v, hv, by rw [key, h, sub_self]⟩
```

## (b) Powers acting on an eigenvector

Given $Mv=cv$, show that $M^m v=c^m v$.

For $m=0$ both sides are $v$. By induction, $M^{m+1}v=M^m(cv)=c\,c^m v=c^{m+1}v$.

```lean
/-- An eigenvector of `M` with eigenvalue `c` is an eigenvector of `M^m` with eigenvalue `c^m`. -/
theorem pow_mulVec_eigen {M : Matrix n n ℂ} {v : n → ℂ} {c : ℂ}
    (h : M *ᵥ v = c • v) (m : ℕ) : (M ^ m) *ᵥ v = c ^ m • v := by
  induction m with
  | zero => simp
  | succ m ih =>
    rw [pow_succ, ← Matrix.mulVec_mulVec, h, Matrix.mulVec_smul, ih, smul_smul, pow_succ,
      mul_comm]
```

## (c) Powers of a matrix with small eigenvalues

Let $C$ be any square matrix with $|z|<1$ for all $z\in\sigma(C)$. Show that $C^m\to0$.

An empty matrix is trivial. Otherwise the spectral radius $\rho$, the largest $|z|$, is below 1, so choose $\rho<q<1$. Gelfand's formula $\|C^m\|^{1/m}\to\rho$ gives $\|C^m\|\le q^m$ for large $m$, and $q^m\to0$. No eigenbasis is needed, so defective matrices are included. Lean uses the maximum row-sum norm; `hb` is the geometric bound.

```lean
/-- If all eigenvalues of a matrix lie in the open unit disc, its powers tend to zero. -/
theorem pow_tendsto_zero (C : Matrix n n ℂ) (h : ∀ z ∈ spectrum ℂ C, ‖z‖ < 1) :
    Tendsto (fun m : ℕ => C ^ m) atTop (𝓝 0) := by
  rcases isEmpty_or_nonempty n with hn | hn
  · have h0 : (fun m : ℕ => C ^ m) = fun _ => 0 := by
      funext m
      ext i
      exact isEmptyElim i
    rw [h0]
    exact tendsto_const_nhds
  · let _ : NormedRing (Matrix n n ℂ) := Matrix.linftyOpNormedRing
    let _ : NormedAlgebra ℂ (Matrix n n ℂ) := Matrix.linftyOpNormedAlgebra
    have : CompleteSpace (Matrix n n ℂ) := FiniteDimensional.complete ℂ _
    have hr : spectralRadius ℂ C < ((1 : NNReal) : ENNReal) :=
      spectrum.spectralRadius_lt_of_forall_lt C (fun z hz => by exact_mod_cast h z hz)
    obtain ⟨q, hq, hq1⟩ := ENNReal.lt_iff_exists_nnreal_btwn.1 hr
    -- Gelfand's formula bounds the powers by a geometric sequence
    have hG := (spectrum.pow_nnnorm_pow_one_div_tendsto_nhds_spectralRadius C).eventually_lt_const hq
    have hb : ∀ᶠ m : ℕ in atTop, ‖C ^ m‖ ≤ (q : ℝ) ^ m := by
      filter_upwards [hG, eventually_gt_atTop 0] with m hm hm0
      have hm' : (m : ℝ) ≠ 0 := by exact_mod_cast hm0.ne'
      have h1 := pow_le_pow_left' hm.le m
      rw [← ENNReal.rpow_natCast, ← ENNReal.rpow_mul, one_div_mul_cancel hm',
        ENNReal.rpow_one] at h1
      exact_mod_cast h1
    have hq1' : (q : ℝ) < 1 := by exact_mod_cast hq1
    exact squeeze_zero_norm' hb (tendsto_pow_atTop_nhds_zero_of_lt_one q.coe_nonneg hq1')
```

## (d) An invertible difference

Given $C^m\to0$, show that $\det(1-C^m)\neq0$ for every $m>0$.

Otherwise $C^m v=v$ for some $v\ne0$. By (b), applied to $C^m$ with eigenvalue 1, $C^{mj}v=v$ for all $j$ (`hfix`). The left side tends to zero as $j\to\infty$, so $v=0$, a contradiction.

```lean
/-- If the powers of `C` tend to zero, then `1 - C^m` is invertible for every `m > 0`. -/
theorem isUnit_one_sub_pow {C : Matrix n n ℂ}
    (h : Tendsto (fun m : ℕ => C ^ m) atTop (𝓝 0)) {m : ℕ} (hm : 0 < m) :
    IsUnit (1 - C ^ m) := by
  rw [Matrix.isUnit_iff_isUnit_det, isUnit_iff_ne_zero]
  intro hd
  obtain ⟨v, hv, hk⟩ := Matrix.exists_mulVec_eq_zero_iff.2 hd
  rw [Matrix.sub_mulVec, Matrix.one_mulVec, sub_eq_zero] at hk
  -- a fixed vector of `C^m` would survive all powers
  have hfix : ∀ j : ℕ, (C ^ (m * j)) *ᵥ v = v := fun j => by
    have := pow_mulVec_eigen (c := 1) (by rw [one_smul]; exact hk.symm) j
    rwa [← pow_mul, one_pow, one_smul] at this
  have hmj : Tendsto (fun j : ℕ => m * j) atTop atTop :=
    tendsto_atTop_mono (fun j => Nat.le_mul_of_pos_left j hm) tendsto_id
  have hc : Continuous (fun M : Matrix n n ℂ => M *ᵥ v) :=
    continuous_id.matrix_mulVec continuous_const
  have hl := (hc.tendsto 0).comp (h.comp hmj)
  have he : ((fun M : Matrix n n ℂ => M *ᵥ v) ∘ (fun m : ℕ => C ^ m) ∘ fun j => m * j)
      = fun _ => v := funext hfix
  rw [he, Matrix.zero_mulVec] at hl
  exact hv (tendsto_nhds_unique tendsto_const_nhds hl)
```

## (e) Eigenvalues of the Cayley transform

Let every eigenvalue of $A$ have positive real part, and from here on let $C$ be `cayley A`. Show that $A+1$ is invertible and that $|w|<1$ for all $w\in\sigma(C)$.

If $A+1$ were singular, $-1$ would be an eigenvalue of $A$, which is excluded. Now let $Cv=wv$ with $v\neq0$, and set $u=(A+1)^{-1}v\ne0$. Then
$$(A-1)u=w(A+1)u,\qquad (1-w)Au=(1+w)u.$$
If $w=1$, this gives $2u=0$, which is impossible. So $u$ is an eigenvector of $A$ with eigenvalue $z=(1+w)/(1-w)$, and $w(z+1)=z-1$. Since
$$|z+1|^2-|z-1|^2=4\,\mathrm{Re}\,z>0,$$
we have $|w|\,|z+1|=|z-1|<|z+1|$, hence $|w|<1$.

```lean
/-- If all eigenvalues of `A` have positive real part, then `A + 1` is invertible and the
eigenvalues of the Cayley transform lie in the open unit disc. -/
theorem cayley_spectrum {A : Matrix n n ℂ} (hA : ∀ z ∈ spectrum ℂ A, 0 < z.re) :
    IsUnit (A + 1) ∧ ∀ w ∈ spectrum ℂ (cayley A), ‖w‖ < 1 := by
  have hu : IsUnit (A + 1) := by
    rw [Matrix.isUnit_iff_isUnit_det, isUnit_iff_ne_zero]
    intro hd
    obtain ⟨v, hv, hk⟩ := Matrix.exists_mulVec_eq_zero_iff.2 hd
    rw [Matrix.add_mulVec, Matrix.one_mulVec] at hk
    have := hA (-1) ((mem_spectrum_iff A _).2
      ⟨v, hv, by rw [neg_one_smul]; exact eq_neg_of_add_eq_zero_left hk⟩)
    norm_num at this
  refine ⟨hu, fun w hw => ?_⟩
  obtain ⟨v, hv, h⟩ := (mem_spectrum_iff _ _).1 hw
  obtain ⟨u, hu'⟩ : ∃ u, u = (A + 1)⁻¹ *ᵥ v := ⟨_, rfl⟩
  have h1 : A *ᵥ u + u = v := by
    have : (A + 1) *ᵥ u = v := by
      rw [hu', Matrix.mulVec_mulVec,
        Matrix.mul_nonsing_inv _ ((Matrix.isUnit_iff_isUnit_det _).1 hu), Matrix.one_mulVec]
    rwa [Matrix.add_mulVec, Matrix.one_mulVec] at this
  have h3 : A *ᵥ u - u = w • (A *ᵥ u + u) := by
    rw [h1, ← h, cayley, ← Matrix.mulVec_mulVec, ← hu', Matrix.sub_mulVec, Matrix.one_mulVec]
  have hu0 : u ≠ 0 := fun h0 => hv (by rw [← h1, h0, Matrix.mulVec_zero, add_zero])
  have hw1 : 1 - w ≠ 0 := by
    intro h0
    rw [← sub_eq_zero.1 h0] at h3
    have h2 : (2 : ℂ) • u = 0 := by linear_combination (norm := module) (-1 : ℂ) • h3
    exact hu0 ((smul_eq_zero.1 h2).resolve_left two_ne_zero)
  have h4 : (1 - w) • (A *ᵥ u) = (1 + w) • u := by linear_combination (norm := module) h3
  -- `u` is an eigenvector of `A` with eigenvalue `z = (1 + w) / (1 - w)`
  obtain ⟨z, hz⟩ : ∃ z, z = (1 - w)⁻¹ * (1 + w) := ⟨_, rfl⟩
  have hre : 0 < z.re := hA z ((mem_spectrum_iff A z).2 ⟨u, hu0, by
    rw [hz, ← smul_smul, ← h4, smul_smul, inv_mul_cancel₀ hw1, one_smul]⟩)
  have hz' : (1 - w) * z = 1 + w := by rw [hz, mul_inv_cancel_left₀ hw1]
  have hwz : w * (z + 1) = z - 1 := by linear_combination -hz'
  have hlt : ‖z - 1‖ < ‖z + 1‖ := by
    apply lt_of_pow_lt_pow_left₀ 2 (norm_nonneg _)
    rw [Complex.sq_norm, Complex.sq_norm, Complex.normSq_apply, Complex.normSq_apply]
    simp only [Complex.sub_re, Complex.sub_im, Complex.add_re, Complex.add_im,
      Complex.one_re, Complex.one_im]
    nlinarith
  rw [← hwz, norm_mul] at hlt
  by_contra hn
  nlinarith [norm_nonneg (z + 1), not_lt.1 hn]
```

## (f) A closed form for the iterates

Under the same hypothesis, show that $X_k$ and $1-C^{2^k}$ are invertible and that
$$X_k\,(1-C^{2^k})=1+C^{2^k}.$$

Put $D=C^{2^k}$. By (c)–(e), $1-D$ and $1-D^2=(1+D)(1-D)$ are invertible, hence so is $1+D$.

For $k=0$, use $C(A+1)=A-1$:
$$A(1-C)(A+1)=2A=(1+C)(A+1),$$
and cancel $A+1$.

For the step, $X_k(1-D)=1+D$ makes $X_k$ invertible, with $X_k^{-1}(1+D)=1-D$. Therefore
$$X_{k+1}(1-D^2)=\tfrac12\left[(1+D)^2+(1-D)^2\right]=1+D^2.$$
In Lean, `hleft` extracts invertibility of a left factor, and `noncomm_ring` expands products without assuming that $X_k$ and $D$ commute.

```lean
/-- If all eigenvalues of `A` have positive real part, each Newton iterate is invertible and is
the quotient of `1 + C^(2^k)` by the invertible `1 - C^(2^k)`, with `C` the Cayley transform. -/
theorem newtonIter_cayley {A : Matrix n n ℂ} (hA : ∀ z ∈ spectrum ℂ A, 0 < z.re) (k : ℕ) :
    IsUnit (newtonIter A k) ∧ IsUnit (1 - cayley A ^ 2 ^ k) ∧
      newtonIter A k * (1 - cayley A ^ 2 ^ k) = 1 + cayley A ^ 2 ^ k := by
  obtain ⟨hu, hs⟩ := cayley_spectrum hA
  have hlim := pow_tendsto_zero _ hs
  have hM : ∀ k : ℕ, IsUnit (1 - cayley A ^ 2 ^ k) := fun k =>
    isUnit_one_sub_pow hlim (by positivity)
  have hleft : ∀ X Y : Matrix n n ℂ, IsUnit (X * Y) → IsUnit X := by
    intro X Y h
    rw [Matrix.isUnit_iff_isUnit_det, Matrix.det_mul] at h
    exact (Matrix.isUnit_iff_isUnit_det X).2 (isUnit_of_mul_isUnit_left h)
  have hsq : ∀ k : ℕ, cayley A ^ 2 ^ (k + 1) = cayley A ^ 2 ^ k * cayley A ^ 2 ^ k := by
    intro k
    rw [← pow_add]
    congr 1
    ring
  have hP : ∀ k : ℕ, IsUnit (1 + cayley A ^ 2 ^ k) := by
    intro k
    apply hleft _ (1 - cayley A ^ 2 ^ k)
    have h := hM (k + 1)
    rw [hsq] at h
    convert h using 1
    noncomm_ring
  have hX : ∀ k : ℕ,
      newtonIter A k * (1 - cayley A ^ 2 ^ k) = 1 + cayley A ^ 2 ^ k := by
    intro k
    induction k with
    | zero =>
      have hC : cayley A * (A + 1) = A - 1 := by
        rw [cayley, mul_assoc,
          Matrix.nonsing_inv_mul _ ((Matrix.isUnit_iff_isUnit_det _).1 hu), mul_one]
      rw [pow_zero, pow_one, newtonIter]
      apply hu.mul_right_cancel
      calc A * (1 - cayley A) * (A + 1) = A * ((A + 1) - cayley A * (A + 1)) := by
            noncomm_ring
        _ = (A + 1) + cayley A * (A + 1) := by rw [hC]; noncomm_ring
        _ = (1 + cayley A) * (A + 1) := by noncomm_ring
    | succ k ih =>
      have hXu := hleft _ _ (ih ▸ hP k)
      rw [hsq, newtonIter]
      generalize cayley A ^ 2 ^ k = D at ih ⊢
      generalize newtonIter A k = X at ih hXu ⊢
      have hi : X⁻¹ * (1 + D) = 1 - D := by
        rw [← ih, ← mul_assoc,
          Matrix.nonsing_inv_mul _ ((Matrix.isUnit_iff_isUnit_det _).1 hXu), one_mul]
      have h2 : (1 + D) * (1 + D) + (1 - D) * (1 - D) = (2 : ℂ) • (1 + D * D) := by
        rw [two_smul]
        noncomm_ring
      calc ((1 / 2 : ℂ) • (X + X⁻¹)) * (1 - D * D)
          = (1 / 2 : ℂ) • (X * (1 - D) * (1 + D) + X⁻¹ * (1 + D) * (1 - D)) := by
            rw [smul_mul_assoc]
            congr 1
            noncomm_ring
        _ = 1 + D * D := by
            rw [ih, hi, h2, smul_smul]
            norm_num
  exact ⟨hleft _ _ ((hX k).symm ▸ hP k), hM k, hX k⟩
```

## (g) The limit

Under the same hypothesis, show that all $X_k$ are invertible and $X_k\to1$.

Invertibility is (f). Since $2^k\to\infty$, (c) gives $C^{2^k}\to0$. By (f), $X_k=(1+D)(1-D)^{-1}$ with $D=C^{2^k}$. The inverse is the adjugate divided by the determinant, hence continuous at $D=0$ (`hF`), where the quotient is $1$. `Tendsto` expresses this limit in the usual topology of matrices, entry by entry.

```lean
/-- If all eigenvalues of `A` have positive real part, all Newton iterates are invertible and
they converge to the identity. -/
theorem newtonIter_tendsto_one {A : Matrix n n ℂ} (hA : ∀ z ∈ spectrum ℂ A, 0 < z.re) :
    (∀ k, IsUnit (newtonIter A k)) ∧ Tendsto (newtonIter A) atTop (𝓝 1) := by
  refine ⟨fun k => (newtonIter_cayley hA k).1, ?_⟩
  have hD : Tendsto (fun k : ℕ => cayley A ^ 2 ^ k) atTop (𝓝 0) :=
    (pow_tendsto_zero _ (cayley_spectrum hA).2).comp
      (tendsto_pow_atTop_atTop_of_one_lt (one_lt_two : (1 : ℕ) < 2))
  -- the quotient `(1 + D)(1 - D)⁻¹` is continuous at `D = 0`
  have hs : Continuous (fun D : Matrix n n ℂ => 1 - D) := continuous_const.sub continuous_id
  have hF : ContinuousAt (fun D : Matrix n n ℂ =>
      (1 + D) * ((1 - D).det⁻¹ • (1 - D).adjugate)) 0 :=
    (continuous_const.add continuous_id).continuousAt.mul
      ((hs.matrix_det.continuousAt.inv₀ (by simp)).smul hs.matrix_adjugate.continuousAt)
  have hl := hF.tendsto.comp hD
  simp only [add_zero, sub_zero, Matrix.det_one, inv_one, Matrix.adjugate_one, one_smul,
    mul_one] at hl
  refine hl.congr fun k => ?_
  obtain ⟨-, hM, hX⟩ := newtonIter_cayley hA k
  have hi := Matrix.mul_nonsing_inv _ ((Matrix.isUnit_iff_isUnit_det _).1 hM)
  rw [Matrix.inv_def, Ring.inverse_eq_inv'] at hi
  rw [Function.comp_apply, ← hX, mul_assoc, hi, mul_one]
```

## (h) The converse

Suppose that all $X_k$ are invertible and converge to $1$. Show that $\mathrm{Re}\,z>0$ for every $z\in\sigma(A)$.

Suppose $Av=zv$, $v\ne0$, $\mathrm{Re}\,z\le0$. If $X_kv=w_kv$, invertibility gives $w_k\ne0$ and $X_k^{-1}v=w_k^{-1}v$, so
$$w_{k+1}=\tfrac12(w_k+w_k^{-1}),\qquad \mathrm{Re}\,w_k^{-1}=\frac{\mathrm{Re}\,w_k}{|w_k|^2}.$$
Starting from $w_0=z$, every $w_k$ has nonpositive real part. Choose a component $v_i\ne0$. Then $\mathrm{Re}\,w_k=\mathrm{Re}\,[(X_kv)_i/v_i]\to1$, a contradiction.

```lean
/-- Conversely, if all Newton iterates are invertible and converge to the identity, then every
eigenvalue of `A` has positive real part. -/
theorem re_pos_of_tendsto_one {A : Matrix n n ℂ} (hu : ∀ k, IsUnit (newtonIter A k))
    (hl : Tendsto (newtonIter A) atTop (𝓝 1)) : ∀ z ∈ spectrum ℂ A, 0 < z.re := by
  intro z hz
  obtain ⟨v, hv, h⟩ := (mem_spectrum_iff A z).1 hz
  by_contra hneg
  -- the closed left half-plane is never left
  have hw : ∀ k, ∃ w : ℂ, w.re ≤ 0 ∧ newtonIter A k *ᵥ v = w • v := by
    intro k
    induction k with
    | zero => exact ⟨z, not_lt.1 hneg, h⟩
    | succ k ih =>
      obtain ⟨w, hw, hk⟩ := ih
      have hi : v = w • ((newtonIter A k)⁻¹ *ᵥ v) := by
        rw [← Matrix.mulVec_smul, ← hk, Matrix.mulVec_mulVec,
          Matrix.nonsing_inv_mul _ ((Matrix.isUnit_iff_isUnit_det _).1 (hu k)),
          Matrix.one_mulVec]
      have hw0 : w ≠ 0 := fun h0 => hv (by rw [hi, h0, zero_smul])
      have hi' : (newtonIter A k)⁻¹ *ᵥ v = w⁻¹ • v := by
        conv_rhs => rw [hi]
        rw [smul_smul, inv_mul_cancel₀ hw0, one_smul]
      refine ⟨(w + w⁻¹) / 2, ?_, ?_⟩
      · have hr : w⁻¹.re ≤ 0 := by
          rw [Complex.inv_re]
          exact div_nonpos_of_nonpos_of_nonneg hw (Complex.normSq_nonneg w)
        rw [Complex.div_ofNat_re, Complex.add_re]
        linarith
      · rw [newtonIter, Matrix.smul_mulVec, Matrix.add_mulVec, hk, hi']
        module
  choose w hw hk using hw
  obtain ⟨i, hi⟩ := Function.ne_iff.1 hv
  have hi0 : v i ≠ 0 := hi
  have hc : Continuous (fun M : Matrix n n ℂ => ((M *ᵥ v) i / v i).re) :=
    Complex.continuous_re.comp
      (((continuous_apply i).comp (continuous_id.matrix_mulVec continuous_const)).div_const _)
  have hlim := (hc.tendsto 1).comp hl
  have hle := le_of_tendsto' hlim (b := 0) (fun k => by
    simp only [Function.comp_apply]
    rw [hk k, Pi.smul_apply, smul_eq_mul, mul_div_cancel_right₀ _ hi0]
    exact hw k)
  rw [Matrix.one_mulVec, div_self hi0, Complex.one_re] at hle
  linarith
```

## (i) Termination after finitely many steps

Given $(A-1)^{2^k}=0$, show that $X_k=1$.

An eigenvalue $z$ of $A$ satisfies $(z-1)^{2^k}=0$ by (b), so $z=1$ and (f) applies. Because $A-1$ commutes with $(A+1)^{-1}$ (`hc`), $C^{2^k}=(A-1)^{2^k}(A+1)^{-2^k}=0$, and (f) reduces to $X_k=1$.

The smallest case beyond $A=1$ is $k=1$: with $A=1+N$ and $N^2=0$, the inverse is $1-N$, and the average is $1$.

```lean
/-- If `(A - 1)^(2^k) = 0`, the Newton iteration started at `A` gives exactly the identity at
step `k`. -/
theorem newtonIter_eq_one_of_nilpotent {A : Matrix n n ℂ} {k : ℕ}
    (h : (A - 1) ^ 2 ^ k = 0) : newtonIter A k = 1 := by
  have hA : ∀ z ∈ spectrum ℂ A, 0 < z.re := by
    intro z hz
    obtain ⟨v, hv, hz⟩ := (mem_spectrum_iff A z).1 hz
    have h1 : (A - 1) *ᵥ v = (z - 1) • v := by
      rw [Matrix.sub_mulVec, Matrix.one_mulVec, hz, sub_smul, one_smul]
    have h2 := pow_mulVec_eigen h1 (2 ^ k)
    rw [h, Matrix.zero_mulVec] at h2
    have h3 := eq_zero_of_pow_eq_zero ((smul_eq_zero.1 h2.symm).resolve_right hv)
    rw [sub_eq_zero.1 h3]
    norm_num
  have hd := (Matrix.isUnit_iff_isUnit_det _).1 (cayley_spectrum hA).1
  have hc : Commute (A - 1) (A + 1)⁻¹ := by
    calc (A - 1) * (A + 1)⁻¹ = (A + 1) * (A + 1)⁻¹ - 2 * (A + 1)⁻¹ := by noncomm_ring
      _ = (A + 1)⁻¹ * (A + 1) - 2 * (A + 1)⁻¹ := by
          rw [Matrix.mul_nonsing_inv _ hd, Matrix.nonsing_inv_mul _ hd]
      _ = (A + 1)⁻¹ * (A - 1) := by noncomm_ring
  have hX := (newtonIter_cayley hA k).2.2
  rwa [cayley, hc.mul_pow, h, zero_mul, sub_zero, add_zero, mul_one] at hX
```

## (j) A defective example

For $\mathrm{Re}\,a>0$, show that the iterates started at
$$A=\begin{pmatrix}a&1\\0&a\end{pmatrix}$$
converge to $1$.

With components numbered from 0, $Av=zv$ reads $av_0+v_1=zv_0$ and $av_1=zv_1$. If $v_1\ne0$, the second equation gives $z=a$. If $v_1=0$, then $v_0\ne0$ and the first does. The only eigenvalue is $a$, so (g) applies.

```lean
/-- For a 2 by 2 Jordan block whose eigenvalue `a` has positive real part, the Newton iterates
converge to the identity. -/
theorem jordan_block_tendsto_one {a : ℂ} (ha : 0 < a.re) :
    Tendsto (newtonIter !![a, 1; 0, a]) atTop (𝓝 1) := by
  refine (newtonIter_tendsto_one fun z hz => ?_).2
  obtain ⟨v, hv, h⟩ := (mem_spectrum_iff _ z).1 hz
  have h0 : a * v 0 + v 1 = z * v 0 := by
    simpa [Matrix.mulVec, dotProduct, Fin.sum_univ_succ] using congrFun h 0
  have h1 : a * v 1 = z * v 1 := by
    simpa only [Matrix.mulVec, dotProduct, Fin.sum_univ_two, Matrix.of_apply,
      Matrix.cons_val_zero, Matrix.cons_val_one, Pi.smul_apply, smul_eq_mul, zero_mul,
      zero_add] using congrFun h 1
  by_cases hv1 : v 1 = 0
  · have hv0 : v 0 ≠ 0 := fun h' => hv (by ext i; fin_cases i <;> assumption)
    rw [hv1, add_zero] at h0
    rwa [← mul_right_cancel₀ hv0 h0]
  · rwa [← mul_right_cancel₀ hv1 h1]

end

end NewtonMatrixSign
```

```lean
#print axioms NewtonMatrixSign.newtonIter_tendsto_one
#print axioms NewtonMatrixSign.re_pos_of_tendsto_one
#print axioms NewtonMatrixSign.newtonIter_eq_one_of_nilpotent
#print axioms NewtonMatrixSign.jordan_block_tendsto_one
```

```
'NewtonMatrixSign.newtonIter_tendsto_one' depends on axioms: [propext, Classical.choice, Quot.sound]
'NewtonMatrixSign.re_pos_of_tendsto_one' depends on axioms: [propext, Classical.choice, Quot.sound]
'NewtonMatrixSign.newtonIter_eq_one_of_nilpotent' depends on axioms: [propext, Classical.choice, Quot.sound]
'NewtonMatrixSign.jordan_block_tendsto_one' depends on axioms: [propext, Classical.choice, Quot.sound]
```
